# The shift-current integrand of a smooth, gapped two-band model is proportional to d·(d′×d″)/|d|³

Light can drive a steady current through a crystal without inversion symmetry, and in a two-band model part of this response depends on how the lower-band projector \(P(k)\) changes with crystal momentum, through \(\mathrm{tr}(P[P',P''])\). This part is the shift current, and the trace is called its integrand here, with constant factors and the resonance condition left out. The momentum \(k\) varies along one direction, which is that of both the current and the light's electric field. Here \(P'\) and \(P''\) are taken to be true derivatives of the matrix function \(P(k)\), entry by entry, so the rule for differentiating the normalised vector is proved and not built into a definition.

The Hamiltonian is \(d(k)\cdot\sigma\), with \(d(k)\in\mathbb R^3\) and \(\sigma\) the Pauli matrices, and \(P=\tfrac12(1-d\cdot\sigma/|d|)\). If \(d\) is twice continuously differentiable and never zero, then

\[
\mathrm{tr}(P[P',P''])=-\frac{i}{2}\,\frac{d\cdot(d'\times d'')}{|d|^3}.
\]

For non-interacting two-band models, this gives the integrand from the Hamiltonian's coefficients, without eigenvector phases. In a tight-binding model, the orbital positions must enter \(d(k)\) through the Bloch phases, and position matrix elements between different orbitals are neglected.

```lean
import Mathlib

open Matrix

namespace ShiftCurrentTwoBand

noncomputable section
```

Components 0, 1, 2 stand for \(x,y,z\). The Euclidean length `len` is defined explicitly because the built-in norm on `Fin 3 → ℝ` is the largest absolute component.

```lean
/-- Euclidean length of a vector in three dimensions. -/
def len (a : Fin 3 → ℝ) : ℝ := √(a 0 ^ 2 + a 1 ^ 2 + a 2 ^ 2)

/-- The direction `a / |a|` of a nonzero vector `a`. -/
def unitVec (a : Fin 3 → ℝ) : Fin 3 → ℝ := (len a)⁻¹ • a

/-- The scalar triple product `a · (b × c)`. -/
def triple (a b c : Fin 3 → ℝ) : ℝ := a ⬝ᵥ (crossProduct b c)

/-- The two-band Hamiltonian `a · σ`, written with the three Pauli matrices. -/
def dotSigma (a : Fin 3 → ℝ) : Matrix (Fin 2) (Fin 2) ℂ :=
  (a 0 : ℂ) • !![0, 1; 1, 0] + (a 1 : ℂ) • !![0, -Complex.I; Complex.I, 0]
    + (a 2 : ℂ) • !![1, 0; 0, -1]

/-- The matrix `P = (1 - a·σ/|a|)/2`, for a nonzero vector `a`. -/
def lowerProj (a : Fin 3 → ℝ) : Matrix (Fin 2) (Fin 2) ℂ :=
  (1 / 2 : ℂ) • (1 - dotSigma (unitVec a))
```

`entryDeriv` is the matrix derivative, and `shiftTrace` applies it once for \(P'\) and twice for \(P''\).

```lean
/-- The derivative of a matrix function of `k`, taken entry by entry. -/
def entryDeriv (M : ℝ → Matrix (Fin 2) (Fin 2) ℂ) (k : ℝ) : Matrix (Fin 2) (Fin 2) ℂ :=
  Matrix.of fun i j => deriv (fun t => M t i j) k

/-- The shift-current integrand `tr(P [P', P''])` of a family of matrices `P(k)`. -/
def shiftTrace (P : ℝ → Matrix (Fin 2) (Fin 2) ℂ) (k : ℝ) : ℂ :=
  trace (P k * (entryDeriv P k * entryDeriv (entryDeriv P) k
    - entryDeriv (entryDeriv P) k * entryDeriv P k))
```

In the Rice–Mele chain, \(v\) is the hopping within a cell, \(w\) is the hopping between neighbouring cells, \(\Delta\) is the staggered potential, and the lattice constant is one. The vector below places both sites of a cell at the same position along the chain. This choice affects the trace: for equally spaced sites, \(d=((v+w)\cos\frac k2,(w-v)\sin\frac k2,\Delta)\), and the triple product is \(\Delta(w^2-v^2)/8\), which vanishes at \(v=w\), where that chain has inversion symmetry about a site.

```lean
/-- The Rice-Mele vector `d(k) = (v + w cos k, w sin k, Δ)`. -/
def riceMele (v w Δ : ℝ) (k : ℝ) : Fin 3 → ℝ :=
  ![v + w * Real.cos k, w * Real.sin k, Δ]
```

## An open gap: d(k) ≠ 0

The bands lie at \(\pm|d|\), so \(d\neq0\) means that they do not touch. By hand, this allows the division \(n=d/|d|\). Since \(n\cdot n=1\), we have \((n\cdot\sigma)^2=1\), and therefore

\[
P^2=\tfrac14(2-2n\cdot\sigma)=P,\qquad
(d\cdot\sigma)P=\tfrac{|d|}{2}(n\cdot\sigma-1)=-|d|P.
\]

`len_pos` supplies the positive length, and `dotSigma_eq` the matrix entries. In `lowerProj_spec`, `hU` is \((n\cdot\sigma)^2=1\) and `hS` is \(d\cdot\sigma=|d|\,n\cdot\sigma\); the two identities above follow.

```lean
/-- A nonzero vector has positive length. -/
theorem len_pos {a : Fin 3 → ℝ} (ha : a ≠ 0) : 0 < len a := by
  refine Real.sqrt_pos.2 ?_
  by_contra h
  have h0 : a 0 = 0 := (pow_eq_zero_iff two_ne_zero).1
    (by linarith [sq_nonneg (a 0), sq_nonneg (a 1), sq_nonneg (a 2)])
  have h1 : a 1 = 0 := (pow_eq_zero_iff two_ne_zero).1
    (by linarith [sq_nonneg (a 0), sq_nonneg (a 1), sq_nonneg (a 2)])
  have h2 : a 2 = 0 := (pow_eq_zero_iff two_ne_zero).1
    (by linarith [sq_nonneg (a 0), sq_nonneg (a 1), sq_nonneg (a 2)])
  apply ha
  ext i
  fin_cases i
  exacts [h0, h1, h2]

/-- The matrix `a · σ` written out in components. -/
theorem dotSigma_eq (a : Fin 3 → ℝ) :
    dotSigma a = !![(a 2 : ℂ), a 0 - Complex.I * a 1; a 0 + Complex.I * a 1, -(a 2 : ℂ)] := by
  ext i j
  fin_cases i <;> fin_cases j <;> simp [dotSigma] <;> ring

/-- For nonzero `a`, the matrix `P = (1 - a·σ/|a|)/2` is idempotent, and `a·σ` acts on its
range as the energy `-|a|`. -/
theorem lowerProj_spec {a : Fin 3 → ℝ} (ha : a ≠ 0) :
    lowerProj a * lowerProj a = lowerProj a ∧
      dotSigma a * lowerProj a = (-(len a : ℂ)) • lowerProj a := by
  have hL : len a ≠ 0 := (len_pos ha).ne'
  have hsq : len a ^ 2 = a 0 ^ 2 + a 1 ^ 2 + a 2 ^ 2 := Real.sq_sqrt (by positivity)
  have hu : unitVec a 0 ^ 2 + unitVec a 1 ^ 2 + unitVec a 2 ^ 2 = 1 := by
    simp only [unitVec, Pi.smul_apply, smul_eq_mul]
    rw [show ((len a)⁻¹ * a 0) ^ 2 + ((len a)⁻¹ * a 1) ^ 2 + ((len a)⁻¹ * a 2) ^ 2
      = (a 0 ^ 2 + a 1 ^ 2 + a 2 ^ 2) / len a ^ 2 by ring, ← hsq, div_self (pow_ne_zero 2 hL)]
  have huC : (unitVec a 0 : ℂ) ^ 2 + (unitVec a 1 : ℂ) ^ 2 + (unitVec a 2 : ℂ) ^ 2 = 1 := by
    exact_mod_cast hu
  have e : ∀ {p q r s p' q' r' s' : ℂ}, p = p' → q = q' → r = r' → s = s' →
      !![p, q; r, s] = !![p', q'; r', s'] := by
    intros
    subst_vars
    rfl
  -- a unit vector gives a matrix that squares to one
  have hU : dotSigma (unitVec a) * dotSigma (unitVec a) = 1 := by
    rw [dotSigma_eq, Matrix.mul_fin_two, Matrix.one_fin_two]
    refine e ?_ ?_ ?_ ?_
    · linear_combination huC - (unitVec a 1 : ℂ) ^ 2 * Complex.I_sq
    · ring
    · ring
    · linear_combination huC - (unitVec a 1 : ℂ) ^ 2 * Complex.I_sq
  have hi : ∀ i, (a i : ℂ) = (len a : ℂ) * (unitVec a i : ℂ) := by
    intro i
    have : a i = len a * unitVec a i := by
      simp only [unitVec, Pi.smul_apply, smul_eq_mul]
      rw [mul_inv_cancel_left₀ hL]
    exact_mod_cast this
  have hS : dotSigma a = (len a : ℂ) • dotSigma (unitVec a) := by
    rw [dotSigma, hi 0, hi 1, hi 2, dotSigma]
    module
  constructor
  · simp only [lowerProj, Matrix.smul_mul, Matrix.mul_smul, Matrix.sub_mul, Matrix.mul_sub,
      Matrix.one_mul, Matrix.mul_one, hU]
    module
  · rw [hS]
    simp only [lowerProj, Matrix.smul_mul, Matrix.mul_smul, Matrix.mul_sub, Matrix.mul_one, hU]
    module
```

If the bands touch, the projector is lost. For \(d(k)=(k,0,0)\), \(P\) jumps from \((1+\sigma_x)/2\) to \((1-\sigma_x)/2\) at \(k=0\), so it has no derivative there.

## A band structure with two continuous derivatives

The hypothesis `ContDiff ℝ 2 d` says that the Hamiltonian varies smoothly enough with \(k\) for \(d'\) and \(d''\) to exist and be continuous. Finite-range tight-binding models satisfy it. Periodicity in \(k\) is not assumed.

Differentiating \(P=\tfrac12(1-n\cdot\sigma)\) gives \(P'=-\tfrac12n'\cdot\sigma\) and \(P''=-\tfrac12n''\cdot\sigma\). This is `entryDeriv_affine`, proved from the derivatives of the three components.

```lean
/-- If `n(k)` is differentiable at `k` with derivative `n'`, then the derivative of
`C - n·σ/2` with a constant matrix `C` is `-n'·σ/2`. -/
theorem entryDeriv_affine (C : Matrix (Fin 2) (Fin 2) ℂ) {n : ℝ → Fin 3 → ℝ}
    {n' : Fin 3 → ℝ} {k : ℝ} (h : HasDerivAt n n' k) :
    entryDeriv (fun t => C + (-(1 / 2) : ℂ) • dotSigma (n t)) k
      = (-(1 / 2) : ℂ) • dotSigma n' := by
  have hc : ∀ a, HasDerivAt (fun t => ((n t a : ℝ) : ℂ)) ((n' a : ℝ) : ℂ) k :=
    fun a => ((hasDerivAt_pi.1 h) a).ofReal_comp
  ext i j
  have key := (((((hc 0).mul_const ((!![0, 1; 1, 0] : Matrix (Fin 2) (Fin 2) ℂ) i j)).fun_add
    ((hc 1).mul_const
      ((!![0, -Complex.I; Complex.I, 0] : Matrix (Fin 2) (Fin 2) ℂ) i j))).fun_add
    ((hc 2).mul_const ((!![1, 0; 0, -1] : Matrix (Fin 2) (Fin 2) ℂ) i j))).const_mul
    (-(1 / 2) : ℂ)).const_add (C i j)
  exact key.deriv
```

The Pauli product rule then gives

\[
[P',P'']=\tfrac14[n'\cdot\sigma,n''\cdot\sigma]
=\tfrac{i}{2}(n'\times n'')\cdot\sigma.
\]

The identity part of \(P\) contributes nothing, because Pauli matrices are traceless. With \(\mathrm{tr}[(a\cdot\sigma)(b\cdot\sigma)]=2a\cdot b\), the rest gives

\[
\mathrm{tr}(P[P',P''])=-\tfrac12\cdot\tfrac{i}{2}\cdot2\,n\cdot(n'\times n'')
=-\tfrac{i}{2}\,n\cdot(n'\times n'').
\]

`trace_commutator` proves this for any three real vectors by multiplying out the matrices; cyclicity of the trace removes the identity part.

```lean
/-- Pauli algebra: the trace of `(1 - a·σ)/2` with the commutator of `-b·σ/2` and `-c·σ/2`
is `-(i/2) a·(b × c)`. -/
theorem trace_commutator (a b c : Fin 3 → ℝ) :
    trace (((1 / 2 : ℂ) • (1 - dotSigma a)) *
      (((-(1 / 2) : ℂ) • dotSigma b) * ((-(1 / 2) : ℂ) • dotSigma c)
        - ((-(1 / 2) : ℂ) • dotSigma c) * ((-(1 / 2) : ℂ) • dotSigma b)))
      = -(Complex.I / 2) * (triple a b c : ℂ) := by
  have ht : triple a b c = a 0 * (b 1 * c 2 - b 2 * c 1) + a 1 * (b 2 * c 0 - b 0 * c 2)
      + a 2 * (b 0 * c 1 - b 1 * c 0) := by
    simp [triple, cross_apply, dotProduct, Fin.sum_univ_three]
  have h : trace (dotSigma a * (dotSigma b * dotSigma c))
      - trace (dotSigma a * (dotSigma c * dotSigma b)) = 4 * Complex.I * (triple a b c : ℂ) := by
    rw [ht, dotSigma_eq a, dotSigma_eq b, dotSigma_eq c]
    simp only [Matrix.mul_fin_two, Matrix.trace_fin_two_of]
    push_cast
    ring
  have hbc := Matrix.trace_mul_comm (dotSigma b) (dotSigma c)
  simp only [Matrix.smul_mul, Matrix.mul_smul, Matrix.sub_mul, Matrix.mul_sub, Matrix.one_mul,
    Matrix.trace_smul, Matrix.trace_sub, smul_eq_mul, smul_sub]
  linear_combination (1 / 8 : ℂ) * hbc - (1 / 8 : ℂ) * h
```

Now write \(n=fd\) with \(f=1/|d|\). The product rule gives

\[
n'=fd'+f'd,\qquad n''=fd''+2f'd'+f''d.
\]

In \(n\cdot(n'\times n'')\), every term with a repeated vector vanishes. This removes the terms in \(f'\) and \(f''\) and leaves \(f^3d\cdot(d'\times d'')\), which is `triple_rescale`.

```lean
/-- Rescaling `d` by a function `f` multiplies the triple product of `d`, `d'`, `d''` by `f³`:
the terms with derivatives of `f` drop out. -/
theorem triple_rescale (a b c : Fin 3 → ℝ) (f f₁ f₂ : ℝ) :
    triple (f • a) (f • b + f₁ • a) ((f • c + f₁ • b) + (f₁ • b + f₂ • a))
      = f ^ 3 * triple a b c := by
  simp only [triple, cross_apply, dotProduct, Fin.sum_univ_three, Pi.add_apply, Pi.smul_apply,
    smul_eq_mul, Matrix.cons_val]
  ring
```

The main theorem joins these steps. It uses both hypotheses to show that \(f\) is twice continuously differentiable. `hn1` and `hn2` are the two product rules, and `hP1` gives \(P'\) at every momentum, so that it can be differentiated again.

```lean
/-- For a twice continuously differentiable, nowhere-zero `d(k)`, the shift-current integrand
of `P = (1 - d·σ/|d|)/2` is `tr(P [P', P'']) = -(i/2) d·(d' × d'')/|d|³`. -/
theorem shiftTrace_eq {d : ℝ → Fin 3 → ℝ} (hd : ContDiff ℝ 2 d) (h0 : ∀ k, d k ≠ 0) (k : ℝ) :
    shiftTrace (fun t => lowerProj (d t)) k = -(Complex.I / 2) *
      ((triple (d k) (deriv d k) (deriv (deriv d) k) / len (d k) ^ 3 : ℝ) : ℂ) := by
  obtain ⟨f, hfd⟩ : ∃ f : ℝ → ℝ, f = fun t => (len (d t))⁻¹ := ⟨_, rfl⟩
  have hft : ∀ t, unitVec (d t) = f t • d t := fun t => by rw [hfd]; rfl
  have hc : ∀ i, ContDiff ℝ 2 (fun t => d t i) := fun i => contDiff_pi.1 hd i
  have hf : ContDiff ℝ 2 f := by
    rw [hfd]
    have hl : ContDiff ℝ 2 (fun t => len (d t)) :=
      ((((hc 0).pow 2).add ((hc 1).pow 2)).add ((hc 2).pow 2)).sqrt
        (fun t => (Real.sqrt_pos.1 (len_pos (h0 t))).ne')
    exact hl.inv (fun t => (len_pos (h0 t)).ne')
  have sd := (contDiff_succ_iff_deriv (n := 1)).1
    (show ContDiff ℝ (1 + 1) d by rw [one_add_one_eq_two]; exact hd)
  have sf := (contDiff_succ_iff_deriv (n := 1)).1
    (show ContDiff ℝ (1 + 1) f by rw [one_add_one_eq_two]; exact hf)
  have hd1 := fun t => (sd.1 t).hasDerivAt
  have hf1 := fun t => (sf.1 t).hasDerivAt
  have hd2 := (sd.2.2.differentiable (by norm_num) k).hasDerivAt
  have hf2 := (sf.2.2.differentiable (by norm_num) k).hasDerivAt
  -- first and second derivative of the unit vector `f d`
  have hn1 : ∀ t, HasDerivAt (fun s => f s • d s) (f t • deriv d t + deriv f t • d t) t :=
    fun t => (hf1 t).smul (hd1 t)
  have hn2 : HasDerivAt (fun t => f t • deriv d t + deriv f t • d t)
      ((f k • deriv (deriv d) k + deriv f k • deriv d k)
        + (deriv f k • deriv d k + deriv (deriv f) k • d k)) k :=
    ((hf1 k).smul hd2).add (hf2.smul (hd1 k))
  have hP : (fun t => lowerProj (d t)) = fun t => (1 / 2 : ℂ) • (1 : Matrix (Fin 2) (Fin 2) ℂ)
      + (-(1 / 2) : ℂ) • dotSigma (f t • d t) := by
    funext t
    rw [lowerProj, hft]
    module
  have hP1 : entryDeriv (fun t => lowerProj (d t)) = fun t => 0
      + (-(1 / 2) : ℂ) • dotSigma (f t • deriv d t + deriv f t • d t) := by
    funext t
    rw [hP, entryDeriv_affine _ (hn1 t), zero_add]
  -- insert the derivatives and use the Pauli trace
  unfold shiftTrace
  rw [hP1, entryDeriv_affine 0 hn2]
  simp only [zero_add, lowerProj, hft]
  rw [trace_commutator, triple_rescale]
  have hs : f k ^ 3 * triple (d k) (deriv d k) (deriv (deriv d) k)
      = triple (d k) (deriv d k) (deriv (deriv d) k) / len (d k) ^ 3 := by
    rw [hfd]
    ring
  rw [hs]
```

Differentiability of \(d\) at the chosen \(k\) is needed. Take \(d(k)=(1+|k|)(\cos k,\sin k,1)\). The factor \(1+|k|\) cancels in \(P\), which is smooth, and the trace at \(k=0\) is \(-i/(4\sqrt2)\). But \(d'(0)\) does not exist; Lean's `deriv` returns zero there, and the right-hand side would be zero.

## Zero second derivative: d″ = 0

Since \(-i/(2|d|^3)\) is finite and nonzero, the integrand vanishes exactly when \(d\cdot(d'\times d'')=0\), that is, when the three vectors are coplanar.

```lean
/-- For a twice continuously differentiable, nowhere-zero `d`, the integrand vanishes at `k`
exactly when the triple product of `d`, `d'`, `d''` vanishes there. -/
theorem shiftTrace_eq_zero_iff {d : ℝ → Fin 3 → ℝ} (hd : ContDiff ℝ 2 d)
    (h0 : ∀ k, d k ≠ 0) (k : ℝ) :
    shiftTrace (fun t => lowerProj (d t)) k = 0 ↔
      triple (d k) (deriv d k) (deriv (deriv d) k) = 0 := by
  have hL : len (d k) ^ 3 ≠ 0 := pow_ne_zero 3 (len_pos (h0 k)).ne'
  have hI : -(Complex.I / 2) ≠ 0 := neg_ne_zero.2 (div_ne_zero Complex.I_ne_zero two_ne_zero)
  rw [shiftTrace_eq hd h0, mul_eq_zero, or_iff_right hI, Complex.ofReal_eq_zero,
    div_eq_zero_iff, or_iff_left hL]
```

The condition \(d''(k)=0\) means that the Hamiltonian has no second-order change at that momentum. It makes the cross product zero, and the proof substitutes it into the criterion above. A massive Dirac line \(d=(k,0,m)\) with \(m\neq0\) therefore has zero integrand everywhere. Without the condition the integrand can be nonzero, as the Rice–Mele chain shows.

```lean
/-- For a twice continuously differentiable, nowhere-zero `d`, the integrand vanishes at every
`k` where `d'' = 0`. -/
theorem shiftTrace_of_deriv_two_eq_zero {d : ℝ → Fin 3 → ℝ} (hd : ContDiff ℝ 2 d)
    (h0 : ∀ k, d k ≠ 0) {k : ℝ} (h2 : deriv (deriv d) k = 0) :
    shiftTrace (fun t => lowerProj (d t)) k = 0 := by
  rw [shiftTrace_eq_zero_iff hd h0, h2]
  simp [triple]
```

## Staggered potential and hopping: Δ ≠ 0 and w ≠ 0

A nonzero \(\Delta\) makes the two sites inequivalent and keeps the gap open for every \(v\). A nonzero \(w\) makes the Hamiltonian depend on \(k\). Differentiation gives

\[
d'=(-w\sin k,w\cos k,0),\qquad d''=(-w\cos k,-w\sin k,0),
\]

so \(d'\times d''=(0,0,w^2)\) and the triple product is \(\Delta w^2\). In the proof, `h1` and `h2` are these derivatives, `ht` uses \(\sin^2k+\cos^2k=1\), and `h0` obtains the gap from the third component. The criterion then makes the integrand nonzero at every \(k\).

```lean
/-- For `d = riceMele v w Δ` with `Δ` and `w` nonzero, the triple product of `d`, `d'`, `d''` is
`Δ w²` and the shift-current integrand is nonzero at every `k`. -/
theorem riceMele_shiftTrace {v w Δ : ℝ} (hΔ : Δ ≠ 0) (hw : w ≠ 0) (k : ℝ) :
    triple (riceMele v w Δ k) (deriv (riceMele v w Δ) k) (deriv (deriv (riceMele v w Δ)) k)
        = Δ * w ^ 2 ∧
      shiftTrace (fun t => lowerProj (riceMele v w Δ t)) k ≠ 0 := by
  have h1 : deriv (riceMele v w Δ) = fun t => ![-(w * Real.sin t), w * Real.cos t, 0] := by
    funext t
    refine HasDerivAt.deriv (hasDerivAt_pi.2 fun i => ?_)
    fin_cases i
    · exact (((Real.hasDerivAt_cos t).const_mul w).const_add v).congr_deriv (by simp)
    · exact (Real.hasDerivAt_sin t).const_mul w
    · exact hasDerivAt_const t Δ
  have h2 : deriv (deriv (riceMele v w Δ)) k = ![-(w * Real.cos k), -(w * Real.sin k), 0] := by
    rw [h1]
    refine HasDerivAt.deriv (hasDerivAt_pi.2 fun i => ?_)
    fin_cases i
    · exact ((Real.hasDerivAt_sin k).const_mul w).fun_neg
    · exact ((Real.hasDerivAt_cos k).const_mul w).congr_deriv (by simp)
    · exact hasDerivAt_const k (0 : ℝ)
  have ht : triple (riceMele v w Δ k) (deriv (riceMele v w Δ) k)
      (deriv (deriv (riceMele v w Δ)) k) = Δ * w ^ 2 := by
    rw [h2, h1]
    simp only [triple, riceMele, cross_apply, dotProduct, Fin.sum_univ_three, Matrix.cons_val]
    linear_combination Δ * w ^ 2 * Real.sin_sq_add_cos_sq k
  have hd : ContDiff ℝ 2 (riceMele v w Δ) := by
    refine contDiff_pi.2 fun i => ?_
    fin_cases i
    · exact contDiff_const.add (contDiff_const.mul Real.contDiff_cos)
    · exact contDiff_const.mul Real.contDiff_sin
    · exact contDiff_const
  -- the staggered potential keeps the gap open
  have h0 : ∀ t, riceMele v w Δ t ≠ 0 := fun t h => hΔ (congrFun h 2)
  refine ⟨ht, fun h => ?_⟩
  rw [shiftTrace_eq_zero_iff hd h0, ht] at h
  exact mul_ne_zero hΔ (pow_ne_zero 2 hw) h

end

end ShiftCurrentTwoBand
```

Each condition matters for the nonzero value. With \((v,w,\Delta)=(2,1,0)\) the chain is gapped but \(d\) stays in a plane; with \(w=0\) and \(\Delta\neq0\), \(d\) is constant. Both integrands vanish.

## From the integrand to a photocurrent

In a calculation for this chain, with both sites of a cell at the same position, the lower band full and the upper band empty, light of photon energy \(\hbar\omega\) selects momenta with \(2|d(k)|=\hbar\omega\). At each of them the trace is

\[
-\frac{i}{2}\,\frac{\Delta w^2}{(\hbar\omega/2)^3}=-\frac{4i\,\Delta w^2}{(\hbar\omega)^3}.
\]

The resonant points thus share one value, which is weighted by the joint density of states and the response prefactor. The step from the trace to a measured current, through the response formula and its integral over \(k\), is taken from physics and is not derived here.

```lean
#print axioms ShiftCurrentTwoBand.lowerProj_spec
#print axioms ShiftCurrentTwoBand.shiftTrace_of_deriv_two_eq_zero
#print axioms ShiftCurrentTwoBand.riceMele_shiftTrace
```

```
'ShiftCurrentTwoBand.lowerProj_spec' depends on axioms: [propext, Classical.choice, Quot.sound]
'ShiftCurrentTwoBand.shiftTrace_of_deriv_two_eq_zero' depends on axioms: [propext, Classical.choice, Quot.sound]
'ShiftCurrentTwoBand.riceMele_shiftTrace' depends on axioms: [propext, Classical.choice, Quot.sound]
```
